# Three equally coupled spins 1/2: the Heisenberg energy in terms of a projector built from swaps

One obtains a lower bound on the ground-state energy of the Majumdar–Ghosh ring by splitting the Hamiltonian into triples of neighbouring sites and bounding each triple separately:

$$\sum_i\left(\mathbf S_i\cdot\mathbf S_{i+1}+\tfrac12\mathbf S_i\cdot\mathbf S_{i+2}\right)=\tfrac12\sum_i\left(\mathbf S_i\cdot\mathbf S_{i+1}+\mathbf S_{i+1}\cdot\mathbf S_{i+2}+\mathbf S_i\cdot\mathbf S_{i+2}\right).$$

The theorems below supply the bound for a single triple whose three bonds have the same antiferromagnetic coupling $J>0$, in units $\hbar=J=1$; the ring itself is not treated.

```lean
import Mathlib

open Matrix
open scoped Kronecker ComplexOrder

namespace ThreeSpinProjector

noncomputable section

local notation "I₂" => (1 : Matrix (Fin 2) (Fin 2) ℂ)
```

`I₂` is the identity on one spin.

```lean
/-- Basis configurations of three spins 1/2, with 0 for up and 1 for down on each site. -/
abbrev Conf := Fin 2 × Fin 2 × Fin 2
```

A configuration is a triple $(a,b,c)$, with 0 for up and 1 for down.

```lean
/-- Operators on the eight-dimensional state space of three spins 1/2. -/
abbrev Op := Matrix Conf Conf ℂ
```

Operators are complex $8\times8$ matrices indexed by configurations.

```lean
/-- The x, y and z components of a single spin 1/2: half the Pauli matrices. -/
def spin : Fin 3 → Matrix (Fin 2) (Fin 2) ℂ :=
  ![!![0, 1 / 2; 1 / 2, 0], !![0, -Complex.I / 2; Complex.I / 2, 0], !![1 / 2, 0; 0, -(1 / 2)]]
```

These are $s_k=\sigma_k/2$; `Fin 3` numbers $x,y,z$ as 0, 1, 2.

```lean
/-- Spin component `k` on site 1. -/
def S1 (k : Fin 3) : Op := spin k ⊗ₖ (I₂ ⊗ₖ I₂)

/-- Spin component `k` on site 2. -/
def S2 (k : Fin 3) : Op := I₂ ⊗ₖ (spin k ⊗ₖ I₂)

/-- Spin component `k` on site 3. -/
def S3 (k : Fin 3) : Op := I₂ ⊗ₖ (I₂ ⊗ₖ spin k)
```

Each site's spin is a Kronecker product `⊗ₖ` with identities on the other two sites.

```lean
/-- The scalar product of two vector operators. -/
def dot (A B : Fin 3 → Op) : Op := ∑ k, A k * B k
```

This is $\mathbf A\cdot\mathbf B=\sum_k A_kB_k$.

```lean
/-- The Heisenberg coupling on all three bonds, S1·S2 + S2·S3 + S1·S3. -/
def triangle : Op := dot S1 S2 + dot S2 S3 + dot S1 S3
```

`triangle` is the energy operator, with all three bonds equally strong.

```lean
/-- The matrix with entry 1 at row `s`, column `g s`, and 0 elsewhere. -/
def permOp (g : Conf → Conf) : Op := Matrix.of fun s t => if g s = t then 1 else 0
```

This matrix acts as $(Q\psi)(s)=\psi(g(s))$.

```lean
/-- Exchange of the spins on sites 1 and 2 in a configuration. -/
def ex12 (s : Conf) : Conf := (s.2.1, s.1, s.2.2)

/-- Exchange of the spins on sites 2 and 3 in a configuration. -/
def ex23 (s : Conf) : Conf := (s.1, s.2.2, s.2.1)

/-- Exchange of the spins on sites 1 and 3 in a configuration. -/
def ex13 (s : Conf) : Conf := (s.2.2, s.2.1, s.1)
```

These functions exchange two entries of a configuration.

```lean
/-- The swap operator of sites 1 and 2. -/
def P12 : Op := permOp ex12

/-- The swap operator of sites 2 and 3. -/
def P23 : Op := permOp ex23

/-- The swap operator of sites 1 and 3. -/
def P13 : Op := permOp ex13
```

The corresponding matrices are the swaps $P_{12},P_{23},P_{13}$.

```lean
/-- The average of the three swap operators. -/
def P : Op := (1 / 3 : ℂ) • (P12 + P23 + P13)
```

So $P=(P_{12}+P_{23}+P_{13})/3$. One could also define $P=(\mathbf S_{\rm tot}^2-\tfrac34)/3$, the projector onto total spin 3/2. The energy formula would then follow by expanding the square, but the swap formula would need a proof.

```lean
/-- The unnormalised state |↑↓↑⟩ - |↓↑↑⟩. -/
def singletUp (s : Conf) : ℂ :=
  if s = (0, 1, 0) then 1 else if s = (1, 0, 0) then -1 else 0
```

Divided by $\sqrt2$, this is a normalised singlet on sites 1 and 2 with spin 3 up.

```lean
/-- Multiplying by `permOp g` from the left relabels the rows of an operator by `g`. -/
theorem permOp_mul (g : Conf → Conf) (M : Op) (s t : Conf) :
    (permOp g * M) s t = M (g s) t := by
  simp [permOp, Matrix.mul_apply]
```

Only column $g(s)$ contributes to row $s$, so $(QM)_{st}=M_{g(s),t}$.

```lean
/-- If `g` is an involution of the configurations, `permOp g` is Hermitian and squares to
the identity. -/
theorem permOp_involutive (g : Conf → Conf) (hg : Function.Involutive g) :
    (permOp g).IsHermitian ∧ permOp g * permOp g = 1 := by
  constructor
  · show (permOp g)ᴴ = permOp g
    apply Matrix.ext
    intro s t
    have h : g t = s ↔ g s = t :=
      ⟨fun h => by rw [← h, hg t], fun h => by rw [← h, hg s]⟩
    by_cases h1 : g s = t
    · have h2 : g t = s := h.2 h1
      simp [permOp, Matrix.conjTranspose_apply, h1, h2]
    · have h2 : ¬ g t = s := fun h' => h1 (h.1 h')
      simp [permOp, Matrix.conjTranspose_apply, h1, h2]
  · apply Matrix.ext
    intro s t
    rw [permOp_mul]
    simp [permOp, Matrix.one_apply, hg s]
```

If $g(g(s))=s$, then $g(s)=t$ exactly when $g(t)=s$. The real matrix $Q$ is therefore symmetric, and relabelling twice gives $Q^2=1$.

```lean
/-- Completeness relation of the spin-1/2 matrices:
the sum over k of (s_k)_{ad} (s_k)_{be} is δ_{bd} δ_{ae} / 2 - δ_{ad} δ_{be} / 4. -/
theorem spin_completeness (a d b e : Fin 2) :
    ∑ k, spin k a d * spin k b e
      = 1 / 2 * (I₂ b d * I₂ a e) - 1 / 4 * (I₂ a d * I₂ b e) := by
  fin_cases a <;> fin_cases d <;> fin_cases b <;> fin_cases e <;>
    simp [spin, Fin.sum_univ_three] <;>
    first
      | ring1
      | linear_combination (1 / 4 : ℂ) * Complex.I_mul_I
      | linear_combination (-1 / 4 : ℂ) * Complex.I_mul_I
```

In ordinary notation,

$$\sum_k(s_k)_{ad}(s_k)_{be}=\tfrac12\delta_{bd}\delta_{ae}-\tfrac14\delta_{ad}\delta_{be}.$$

For $a=b$, the only nonzero value is $\frac14$, at $d=e=a$. For $a\ne b$, the $z$ term gives $-\frac14$ at $(d,e)=(a,b)$, and the $x$ and $y$ terms together give $\frac12$ at $(d,e)=(b,a)$. Lean checks all sixteen index choices with `fin_cases`.

```lean
/-- Dirac exchange identity on each of the three bonds: Si·Sj = Pij / 2 - 1 / 4. -/
theorem exchange_eq_swap :
    dot S1 S2 = (1 / 2 : ℂ) • P12 - (1 / 4 : ℂ) • (1 : Op) ∧
    dot S2 S3 = (1 / 2 : ℂ) • P23 - (1 / 4 : ℂ) • (1 : Op) ∧
    dot S1 S3 = (1 / 2 : ℂ) • P13 - (1 / 4 : ℂ) • (1 : Op) := by
  -- entries of the identity and of the swaps as products of single-site deltas
  have hone : ∀ s t : Conf,
      (1 : Op) s t = I₂ s.1 t.1 * (I₂ s.2.1 t.2.1 * I₂ s.2.2 t.2.2) := by
    rintro ⟨x, y, z⟩ ⟨d, e, f⟩
    by_cases h1 : x = d <;> by_cases h2 : y = e <;> by_cases h3 : z = f <;>
      simp [Matrix.one_apply, h1, h2, h3]
  have hperm : ∀ (g : Conf → Conf) (s t : Conf), permOp g s t = (1 : Op) (g s) t := by
    intro g s t
    simp [permOp, Matrix.one_apply]
  -- products of spins on different sites factorise
  have m12 : ∀ k, S1 k * S2 k = spin k ⊗ₖ (spin k ⊗ₖ I₂) := by
    intro k
    rw [S1, S2, ← Matrix.mul_kronecker_mul, ← Matrix.mul_kronecker_mul]
    simp only [Matrix.mul_one, Matrix.one_mul]
  have m23 : ∀ k, S2 k * S3 k = I₂ ⊗ₖ (spin k ⊗ₖ spin k) := by
    intro k
    rw [S2, S3, ← Matrix.mul_kronecker_mul, ← Matrix.mul_kronecker_mul]
    simp only [Matrix.mul_one, Matrix.one_mul]
  have m13 : ∀ k, S1 k * S3 k = spin k ⊗ₖ (I₂ ⊗ₖ spin k) := by
    intro k
    rw [S1, S3, ← Matrix.mul_kronecker_mul, ← Matrix.mul_kronecker_mul]
    simp only [Matrix.mul_one, Matrix.one_mul]
  refine ⟨?_, ?_, ?_⟩
  · simp only [dot, Fin.sum_univ_three, m12]
    apply Matrix.ext
    rintro ⟨a, b, c⟩ ⟨d, e, f⟩
    have h := spin_completeness a d b e
    rw [Fin.sum_univ_three] at h
    simp only [Matrix.add_apply, Matrix.sub_apply, Matrix.smul_apply, smul_eq_mul,
      Matrix.kroneckerMap_apply, hone]
    have hp : P12 (a, b, c) (d, e, f) = I₂ b d * (I₂ a e * I₂ c f) :=
      (hperm ex12 (a, b, c) (d, e, f)).trans (hone (b, a, c) (d, e, f))
    linear_combination (I₂ c f) * h - (1 / 2 : ℂ) * hp
  · simp only [dot, Fin.sum_univ_three, m23]
    apply Matrix.ext
    rintro ⟨a, b, c⟩ ⟨d, e, f⟩
    have h := spin_completeness b e c f
    rw [Fin.sum_univ_three] at h
    simp only [Matrix.add_apply, Matrix.sub_apply, Matrix.smul_apply, smul_eq_mul,
      Matrix.kroneckerMap_apply, hone]
    have hp : P23 (a, b, c) (d, e, f) = I₂ a d * (I₂ c e * I₂ b f) :=
      (hperm ex23 (a, b, c) (d, e, f)).trans (hone (a, c, b) (d, e, f))
    linear_combination (I₂ a d) * h - (1 / 2 : ℂ) * hp
  · simp only [dot, Fin.sum_univ_three, m13]
    apply Matrix.ext
    rintro ⟨a, b, c⟩ ⟨d, e, f⟩
    have h := spin_completeness a d c f
    rw [Fin.sum_univ_three] at h
    simp only [Matrix.add_apply, Matrix.sub_apply, Matrix.smul_apply, smul_eq_mul,
      Matrix.kroneckerMap_apply, hone]
    have hp : P13 (a, b, c) (d, e, f) = I₂ c d * (I₂ b e * I₂ a f) :=
      (hperm ex13 (a, b, c) (d, e, f)).trans (hone (c, b, a) (d, e, f))
    linear_combination (I₂ b e) * h - (1 / 2 : ℂ) * hp
```

Multiplying the completeness relation by $\delta_{cf}$ for the idle third spin gives

$$\mathbf S_1\cdot\mathbf S_2=\tfrac12P_{12}-\tfrac14,$$

because $(P_{12})_{abc,def}=\delta_{bd}\delta_{ae}\delta_{cf}$. The other bonds work alike; `linear_combination` performs this multiplication.

```lean
/-- Each swap is absorbed by `P`: Pij P = P. -/
theorem swap_mul_P : P12 * P = P ∧ P23 * P = P ∧ P13 * P = P := by
  have hperm : ∀ (g : Conf → Conf) (s t : Conf), permOp g s t = (1 : Op) (g s) t := by
    intro g s t
    simp [permOp, Matrix.one_apply]
  have two : ∀ x : Fin 2, x = 0 ∨ x = 1 := by decide
  -- a row of P averages over the three transposed configurations
  have hP : ∀ (a b c : Fin 2) (t : Conf), P (a, b, c) t
      = 1 / 3 * ((1 : Op) (b, a, c) t + (1 : Op) (a, c, b) t + (1 : Op) (c, b, a) t) := by
    intro a b c t
    have e12 : P12 (a, b, c) t = (1 : Op) (b, a, c) t := hperm ex12 (a, b, c) t
    have e23 : P23 (a, b, c) t = (1 : Op) (a, c, b) t := hperm ex23 (a, b, c) t
    have e13 : P13 (a, b, c) t = (1 : Op) (c, b, a) t := hperm ex13 (a, b, c) t
    simp only [P, Matrix.smul_apply, Matrix.add_apply, smul_eq_mul]
    linear_combination (1 / 3 : ℂ) * (e12 + e23 + e13)
  -- two of the three spins agree, so even and odd rearrangements coincide
  refine ⟨?_, ?_, ?_⟩
  · apply Matrix.ext
    rintro ⟨a, b, c⟩ t
    refine (permOp_mul ex12 P (a, b, c) t).trans ?_
    refine (hP b a c t).trans (Eq.trans ?_ (hP a b c t).symm)
    rcases two a with rfl | rfl <;> rcases two b with rfl | rfl <;>
      rcases two c with rfl | rfl <;> ring
  · apply Matrix.ext
    rintro ⟨a, b, c⟩ t
    refine (permOp_mul ex23 P (a, b, c) t).trans ?_
    refine (hP a c b t).trans (Eq.trans ?_ (hP a b c t).symm)
    rcases two a with rfl | rfl <;> rcases two b with rfl | rfl <;>
      rcases two c with rfl | rfl <;> ring
  · apply Matrix.ext
    rintro ⟨a, b, c⟩ t
    refine (permOp_mul ex13 P (a, b, c) t).trans ?_
    refine (hP c b a t).trans (Eq.trans ?_ (hP a b c t).symm)
    rcases two a with rfl | rfl <;> rcases two b with rfl | rfl <;>
      rcases two c with rfl | rfl <;> ring
```

Row $(a,b,c)$ of $P$ has weight $\frac13$ on each of $bac,acb,cba$, added where they coincide. Row $(a,b,c)$ of $P_{12}P$ is row $(b,a,c)$ of $P$, with weights on $abc,bca,cab$. Two of the three spins must agree, and exchanging equal entries turns even rearrangements into odd ones without changing the configuration. The two lists therefore coincide, and $P_{12}P=P$. The same holds for the other swaps; `rcases` runs through the eight configurations.

```lean
/-- `P` is Hermitian, idempotent and has trace 4. -/
theorem P_projector : P.IsHermitian ∧ P * P = P ∧ P.trace = 4 := by
  have h12 : P12.IsHermitian := (permOp_involutive ex12 (fun _ => rfl)).1
  have h23 : P23.IsHermitian := (permOp_involutive ex23 (fun _ => rfl)).1
  have h13 : P13.IsHermitian := (permOp_involutive ex13 (fun _ => rfl)).1
  obtain ⟨a12, a23, a13⟩ := swap_mul_P
  refine ⟨?_, ?_, ?_⟩
  · have hs : star (1 / 3 : ℂ) = 1 / 3 := by simp
    show Pᴴ = P
    rw [P, Matrix.conjTranspose_smul, Matrix.conjTranspose_add, Matrix.conjTranspose_add,
      h12.eq, h23.eq, h13.eq, hs]
  · calc P * P = ((1 / 3 : ℂ) • (P12 + P23 + P13)) * P := rfl
      _ = (1 / 3 : ℂ) • (P12 * P + P23 * P + P13 * P) := by
          rw [Matrix.smul_mul, Matrix.add_mul, Matrix.add_mul]
      _ = (1 / 3 : ℂ) • (P + P + P) := by rw [a12, a23, a13]
      _ = P := by module
  · -- each swap fixes four of the eight configurations
    have ht : P12.trace = 4 ∧ P23.trace = 4 ∧ P13.trace = 4 := by
      refine ⟨?_, ?_, ?_⟩
      all_goals
        simp only [Matrix.trace, Matrix.diag_apply, P12, P23, P13, permOp, Matrix.of_apply,
          ex12, ex23, ex13, Fintype.sum_prod_type, Fin.sum_univ_two]
        simp
        norm_num
    rw [P, Matrix.trace_smul, Matrix.trace_add, Matrix.trace_add, ht.1, ht.2.1, ht.2.2]
    norm_num
```

$P$ is Hermitian as a real average of Hermitian matrices, and

$$P^2=\tfrac13(P_{12}P+P_{23}P+P_{13}P)=P.$$

Each swap fixes the four configurations whose exchanged spins agree, so $\operatorname{tr}P=(4+4+4)/3=4$.

```lean
/-- The three-bond Heisenberg coupling equals 3P/2 - 3/4. -/
theorem triangle_eq : triangle = (3 / 2 : ℂ) • P - (3 / 4 : ℂ) • (1 : Op) := by
  obtain ⟨e12, e23, e13⟩ := exchange_eq_swap
  rw [triangle, e12, e23, e13, P]
  module
```

Summing the bonds gives $\frac12(P_{12}+P_{23}+P_{13})-\frac34=\frac32P-\frac34$. In an exact-diagonalisation code, this energy can be applied to a state vector by exchanging pairs of bits in the basis index, without storing spin matrices.

```lean
/-- For three spins 1/2, `P` is an orthogonal projector of trace 4,
S1·S2 + S2·S3 + S1·S3 = 3P/2 - 3/4, and `P` annihilates every state that is antisymmetric
under one of the three swaps. -/
theorem three_spin_projector :
    (P.IsHermitian ∧ P * P = P ∧ P.trace = 4) ∧
    triangle = (3 / 2 : ℂ) • P - (3 / 4 : ℂ) • (1 : Op) ∧
    ∀ ψ : Conf → ℂ, (P12 *ᵥ ψ = -ψ ∨ P23 *ᵥ ψ = -ψ ∨ P13 *ᵥ ψ = -ψ) → P *ᵥ ψ = 0 := by
  refine ⟨P_projector, triangle_eq, ?_⟩
  intro ψ hψ
  have hP := P_projector.1
  have key : ∀ Q : Op, Q.IsHermitian → Q * P = P → Q *ᵥ ψ = -ψ → P *ᵥ ψ = 0 := by
    intro Q hQ hQP hanti
    -- the adjoint of Q P = P
    have hPQ : P * Q = P := by
      have h : (Q * P)ᴴ = Pᴴ := by rw [hQP]
      rwa [Matrix.conjTranspose_mul, hP.eq, hQ.eq] at h
    have h1 : P *ᵥ ψ = -(P *ᵥ ψ) := by
      calc P *ᵥ ψ = (P * Q) *ᵥ ψ := by rw [hPQ]
        _ = P *ᵥ (Q *ᵥ ψ) := by rw [Matrix.mulVec_mulVec]
        _ = -(P *ᵥ ψ) := by rw [hanti, Matrix.mulVec_neg]
    funext s
    have h2 : (P *ᵥ ψ) s = -((P *ᵥ ψ) s) := congrFun h1 s
    show (P *ᵥ ψ) s = 0
    linear_combination (1 / 2 : ℂ) * h2
  obtain ⟨a12, a23, a13⟩ := swap_mul_P
  rcases hψ with h | h | h
  · exact key P12 (permOp_involutive ex12 (fun _ => rfl)).1 a12 h
  · exact key P23 (permOp_involutive ex23 (fun _ => rfl)).1 a23 h
  · exact key P13 (permOp_involutive ex13 (fun _ => rfl)).1 a13 h
```

The first two parts collect the preceding results. For the third, let $Q$ be a swap with $Q\psi=-\psi$. The adjoint of $QP=P$ is $PQ=P$, so $P\psi=PQ\psi=-P\psi$, hence $P\psi=0$. The `∨` means that antisymmetry under any one swap suffices.

```lean
/-- `P` leaves a state unchanged exactly when the state is symmetric under all three swaps. -/
theorem P_fixes_iff (ψ : Conf → ℂ) :
    P *ᵥ ψ = ψ ↔ P12 *ᵥ ψ = ψ ∧ P23 *ᵥ ψ = ψ ∧ P13 *ᵥ ψ = ψ := by
  constructor
  · intro h
    have key : ∀ Q : Op, Q * P = P → Q *ᵥ ψ = ψ := by
      intro Q hQ
      calc Q *ᵥ ψ = Q *ᵥ (P *ᵥ ψ) := by rw [h]
        _ = ψ := by rw [Matrix.mulVec_mulVec, hQ, h]
    obtain ⟨a12, a23, a13⟩ := swap_mul_P
    exact ⟨key P12 a12, key P23 a23, key P13 a13⟩
  · rintro ⟨h1, h2, h3⟩
    rw [P, Matrix.smul_mulVec, Matrix.add_mulVec, Matrix.add_mulVec, h1, h2, h3]
    module
```

If $P\psi=\psi$, then $Q\psi=QP\psi=P\psi=\psi$ for every swap. Conversely, averaging three copies of $\psi$ returns $\psi$.

```lean
/-- `P` annihilates a state exactly when it is a sum of three states antisymmetric under
P12, P23 and P13 respectively. -/
theorem P_annihilates_iff (ψ : Conf → ℂ) :
    P *ᵥ ψ = 0 ↔ ∃ a b c : Conf → ℂ,
      P12 *ᵥ a = -a ∧ P23 *ᵥ b = -b ∧ P13 *ᵥ c = -c ∧ ψ = a + b + c := by
  constructor
  · intro h
    -- (1 - Q) ψ is antisymmetric under an involution Q
    have key : ∀ Q : Op, Q * Q = 1 →
        Q *ᵥ ((1 / 3 : ℂ) • (ψ - Q *ᵥ ψ)) = -((1 / 3 : ℂ) • (ψ - Q *ᵥ ψ)) := by
      intro Q hQ
      rw [Matrix.mulVec_smul, Matrix.mulVec_sub, Matrix.mulVec_mulVec, hQ, Matrix.one_mulVec]
      module
    refine ⟨(1 / 3 : ℂ) • (ψ - P12 *ᵥ ψ), (1 / 3 : ℂ) • (ψ - P23 *ᵥ ψ),
      (1 / 3 : ℂ) • (ψ - P13 *ᵥ ψ),
      key P12 (permOp_involutive ex12 (fun _ => rfl)).2,
      key P23 (permOp_involutive ex23 (fun _ => rfl)).2,
      key P13 (permOp_involutive ex13 (fun _ => rfl)).2, ?_⟩
    rw [P, Matrix.smul_mulVec, Matrix.add_mulVec, Matrix.add_mulVec] at h
    linear_combination (norm := module) h
  · rintro ⟨a, b, c, ha, hb, hc, rfl⟩
    have ann := three_spin_projector.2.2
    rw [Matrix.mulVec_add, Matrix.mulVec_add, ann a (Or.inl ha), ann b (Or.inr (Or.inl hb)),
      ann c (Or.inr (Or.inr hc))]
    simp
```

If $P\psi=0$, then

$$\psi=(1-P)\psi=\tfrac13\sum_{i<j}(1-P_{ij})\psi,$$

and each term is antisymmetric because $Q(1-Q)\psi=-(1-Q)\psi$. The converse follows by linearity. Some of the three states may vanish.

```lean
/-- For H the three-bond coupling, the real part of ⟨ψ|H|ψ⟩ is at least -3/4 times the squared norm
of the state, with equality exactly when `P` annihilates the state. -/
theorem triangle_energy_bound (ψ : Conf → ℂ) :
    -(3 / 4) * (star ψ ⬝ᵥ ψ).re ≤ (star ψ ⬝ᵥ (triangle *ᵥ ψ)).re ∧
    ((star ψ ⬝ᵥ (triangle *ᵥ ψ)).re = -(3 / 4) * (star ψ ⬝ᵥ ψ).re ↔ P *ᵥ ψ = 0) := by
  obtain ⟨hP, hPP, -⟩ := P_projector
  -- ⟨ψ|P|ψ⟩ is the squared norm of P ψ
  have hexp : star ψ ⬝ᵥ (P *ᵥ ψ) = star (P *ᵥ ψ) ⬝ᵥ (P *ᵥ ψ) := by
    rw [Matrix.star_mulVec, hP.eq, ← Matrix.dotProduct_mulVec, Matrix.mulVec_mulVec, hPP]
  have hH : star ψ ⬝ᵥ (triangle *ᵥ ψ)
      = 3 / 2 * (star (P *ᵥ ψ) ⬝ᵥ (P *ᵥ ψ)) - 3 / 4 * (star ψ ⬝ᵥ ψ) := by
    rw [triangle_eq, Matrix.sub_mulVec, Matrix.smul_mulVec, Matrix.smul_mulVec,
      Matrix.one_mulVec, dotProduct_sub, dotProduct_smul, dotProduct_smul, hexp]
    simp only [smul_eq_mul]
  have c1 : (3 / 2 : ℂ) = ((3 / 2 : ℝ) : ℂ) := by norm_num
  have c2 : (3 / 4 : ℂ) = ((3 / 4 : ℝ) : ℂ) := by norm_num
  have hre : (star ψ ⬝ᵥ (triangle *ᵥ ψ)).re
      = 3 / 2 * (star (P *ᵥ ψ) ⬝ᵥ (P *ᵥ ψ)).re - 3 / 4 * (star ψ ⬝ᵥ ψ).re := by
    rw [hH, c1, c2, Complex.sub_re, Complex.re_ofReal_mul, Complex.re_ofReal_mul]
  have hnn : (0 : ℂ) ≤ star (P *ᵥ ψ) ⬝ᵥ (P *ᵥ ψ) := dotProduct_star_self_nonneg _
  obtain ⟨h1, h2⟩ := Complex.le_def.1 hnn
  rw [Complex.zero_re] at h1
  rw [Complex.zero_im] at h2
  refine ⟨by linarith, fun h => ?_, fun h => ?_⟩
  · have h0 : star (P *ᵥ ψ) ⬝ᵥ (P *ᵥ ψ) = 0 := by
      apply Complex.ext
      · rw [Complex.zero_re]
        linarith
      · rw [Complex.zero_im]
        exact h2.symm
    exact dotProduct_star_self_eq_zero.1 h0
  · have h0 : (star (P *ᵥ ψ) ⬝ᵥ (P *ᵥ ψ)).re = 0 := by
      rw [h]
      simp
    linarith
```

`star ψ ⬝ᵥ φ` is $\langle\psi|\varphi\rangle$, and `.re` takes the real part. Since $\langle\psi|P|\psi\rangle=\langle\psi|P^2|\psi\rangle=\|P\psi\|^2$,

$$\langle\psi|H|\psi\rangle=\tfrac32\|P\psi\|^2-\tfrac34\|\psi\|^2\ge-\tfrac34\|\psi\|^2,$$

where $H$ is `triangle`. Equality means $P\psi=0$. The state need not be normalised.

```lean
/-- The state |↑↓↑⟩ - |↓↑↑⟩ is nonzero, antisymmetric under P12, annihilated by `P`, and the
three-bond coupling multiplies it by -3/4. -/
theorem antisymmetric_witness :
    singletUp ≠ 0 ∧ P12 *ᵥ singletUp = -singletUp ∧ P *ᵥ singletUp = 0 ∧
    triangle *ᵥ singletUp = (-(3 / 4) : ℂ) • singletUp := by
  have hv : ∀ (g : Conf → Conf) (ψ : Conf → ℂ) (s : Conf), (permOp g *ᵥ ψ) s = ψ (g s) := by
    intro g ψ s
    simp [permOp, Matrix.mulVec, dotProduct]
  have hanti : P12 *ᵥ singletUp = -singletUp := by
    funext s
    obtain ⟨a, b, c⟩ := s
    rw [P12, hv]
    fin_cases a <;> fin_cases b <;> fin_cases c <;> simp [singletUp, ex12]
  have hP : P *ᵥ singletUp = 0 := three_spin_projector.2.2 singletUp (Or.inl hanti)
  refine ⟨?_, hanti, hP, ?_⟩
  · intro h
    have h1 := congrFun h (0, 1, 0)
    simp [singletUp] at h1
  · rw [triangle_eq, Matrix.sub_mulVec, Matrix.smul_mulVec, Matrix.smul_mulVec,
      Matrix.one_mulVec, hP]
    module

end

end ThreeSpinProjector
```

Exchanging sites 1 and 2 reverses the sign of this nonzero state, so $P$ annihilates it and $H$ multiplies it by $-\frac34$. The lower bound is therefore attained.

```lean
#print axioms ThreeSpinProjector.three_spin_projector
#print axioms ThreeSpinProjector.P_fixes_iff
#print axioms ThreeSpinProjector.P_annihilates_iff
#print axioms ThreeSpinProjector.triangle_energy_bound
```

```
'ThreeSpinProjector.three_spin_projector' depends on axioms: [propext, Classical.choice, Quot.sound]
'ThreeSpinProjector.P_fixes_iff' depends on axioms: [propext, Classical.choice, Quot.sound]
'ThreeSpinProjector.P_annihilates_iff' depends on axioms: [propext, Classical.choice, Quot.sound]
'ThreeSpinProjector.triangle_energy_bound' depends on axioms: [propext, Classical.choice, Quot.sound]
```
